# Affine maps of the Bloch ball into itself do not increase distances

A spin one-half sits in a noisy environment. Its state is described by a Bloch vector r, and one step of the noise deforms the ball of states and may also shift its centre:

r ↦ M r + c

Here M is a real linear map and c a fixed vector. Suppose that every state is sent to a state. Can two states end up further apart than they began, and how much room does a shift c leave for M? For a single qubit with noise of this affine form, the answer limits how well two states can still be told apart afterwards.

```lean
import Mathlib

open Matrix

namespace BlochContractivity

noncomputable section
```

## States, maps and the ball condition

Bloch vectors live in ℝ³ with the Euclidean norm. Their components x, y, z are `r 0`, `r 1`, `r 2` in Lean.

```lean
/-- Bloch vectors: real three-dimensional Euclidean vectors. -/
abbrev BlochVector := EuclideanSpace ℝ (Fin 3)
```

M is a linear map by its type, and c is the image of the centre r = 0, the maximally mixed state.

```lean
/-- The affine map `r ↦ M r + c` on Bloch vectors. -/
def blochMap (M : BlochVector →ₗ[ℝ] BlochVector) (c r : BlochVector) : BlochVector :=
  M r + c
```

The physical hypothesis is that ‖r‖ ≤ 1 implies ‖M r + c‖ ≤ 1. It expresses positivity on a single spin. Complete positivity, which concerns a spin entangled with another system, is not assumed.

```lean
/-- The map `r ↦ M r + c` sends the closed unit ball into itself. -/
def PreservesBall (M : BlochVector →ₗ[ℝ] BlochVector) (c : BlochVector) : Prop :=
  ∀ r, ‖r‖ ≤ 1 → ‖blochMap M c r‖ ≤ 1
```

With the Pauli matrices σ, the state belonging to r is

ρ(r) = (1 + r·σ)/2

The definition writes out its four entries for any real r; the result is a density matrix when ‖r‖ ≤ 1.

```lean
/-- The matrix `(1 + r · σ) / 2` of a spin one-half with Bloch vector `r`. -/
def blochState (r : BlochVector) : Matrix (Fin 2) (Fin 2) ℂ :=
  !![(1 + (r 2 : ℂ)) / 2, ((r 0 : ℂ) - (r 1 : ℂ) * Complex.I) / 2;
     ((r 0 : ℂ) + (r 1 : ℂ) * Complex.I) / 2, (1 - (r 2 : ℂ)) / 2]
```

For computations in components we need

‖r‖² = x² + y² + z²

```lean
/-- The squared length of a Bloch vector is the sum of its squared components. -/
theorem norm_sq_components (r : BlochVector) :
    ‖r‖ ^ 2 = r 0 ^ 2 + r 1 ^ 2 + r 2 ^ 2 := by
  rw [EuclideanSpace.norm_sq_eq]
  simp [Fin.sum_univ_three, Real.norm_eq_abs, sq_abs]
```

## Two antipodal pure states

Let ‖u‖ = 1. Both u and −u are pure states, so their images lie in the ball:

‖M u + c‖ ≤ 1 and ‖−M u + c‖ ≤ 1

The second norm equals ‖M u − c‖. Adding the squares and using the parallelogram law gives

2‖M u‖² + 2‖c‖² = ‖M u + c‖² + ‖M u − c‖² ≤ 2

and therefore

‖M u‖² + ‖c‖² ≤ 1

The proof turns on Mathlib's `parallelogram_law_with_norm`. It holds in any real inner product space, which is why the type `EuclideanSpace ℝ (Fin 3)` matters: plain functions `Fin 3 → ℝ` carry the maximum norm in Mathlib, whose unit ball is a cube and for which the law fails. The law supplies an equation between squares, while `h1` and `h3` bound the norms themselves. `nlinarith` bridges the gap by multiplying inequalities, with the nonnegativity of the two norms given as hints.

```lean
/-- For a ball-preserving map, the squared length of the image `M u` of a unit vector and the
squared displacement of the centre add up to at most one. -/
theorem image_sq_add_shift_sq_le {M : BlochVector →ₗ[ℝ] BlochVector} {c : BlochVector}
    (h : PreservesBall M c) {u : BlochVector} (hu : ‖u‖ = 1) :
    ‖M u‖ ^ 2 + ‖c‖ ^ 2 ≤ 1 := by
  -- the two antipodal points `u` and `-u` both stay in the ball
  have h1 : ‖M u + c‖ ≤ 1 := h u hu.le
  have h2 : ‖M (-u) + c‖ ≤ 1 := h (-u) (by rw [norm_neg, hu])
  have h3 : ‖M u - c‖ ≤ 1 := by
    have e : M u - c = -(M (-u) + c) := by
      rw [map_neg]
      abel
    rw [e, norm_neg]
    exact h2
  have p := parallelogram_law_with_norm ℝ (M u) c
  nlinarith [norm_nonneg (M u + c), norm_nonneg (M u - c)]
```

## From unit vectors to all vectors

For v ≠ 0, apply the last inequality to u = v/‖v‖. Since M is linear, ‖M u‖ = ‖M v‖/‖v‖, so

‖M v‖²/‖v‖² ≤ 1 − ‖c‖²

‖M v‖² ≤ (1 − ‖c‖²)‖v‖²

For v = 0 both sides vanish. The Lean proof makes the same case distinction, and its `calc` block undoes the rescaling.

```lean
/-- The linear part of a ball-preserving map shrinks squared lengths at least by the factor
`1 - ‖c‖²`. -/
theorem image_sq_le {M : BlochVector →ₗ[ℝ] BlochVector} {c : BlochVector}
    (h : PreservesBall M c) (v : BlochVector) :
    ‖M v‖ ^ 2 ≤ (1 - ‖c‖ ^ 2) * ‖v‖ ^ 2 := by
  by_cases hv : v = 0
  · simp [hv]
  have hn : ‖v‖ ≠ 0 := norm_ne_zero_iff.mpr hv
  -- rescale `v` to a unit vector
  have hu : ‖(‖v‖⁻¹ • v)‖ = 1 := by
    rw [norm_smul, norm_inv, norm_norm, inv_mul_cancel₀ hn]
  have key := image_sq_add_shift_sq_le h hu
  rw [map_smul, norm_smul, norm_inv, norm_norm] at key
  calc ‖M v‖ ^ 2 = (‖v‖⁻¹ * ‖M v‖) ^ 2 * ‖v‖ ^ 2 := by field_simp
    _ ≤ (1 - ‖c‖ ^ 2) * ‖v‖ ^ 2 :=
      mul_le_mul_of_nonneg_right (by linarith) (sq_nonneg _)
```

## Contraction, and when the centre stays fixed

Put v = r − s. The shift cancels in the difference of two images, and

‖M r − M s‖² ≤ (1 − ‖c‖²)‖r − s‖² ≤ ‖r − s‖²

Taking square roots of nonnegative numbers gives the first claim, for all r and s in ℝ³ and not only for those in the ball. In Lean the square root step is `sq_le_sq₀`.

If ‖M u‖ = 1 for some unit vector u, then the antipodal inequality reads 1 + ‖c‖² ≤ 1, so c = 0. So if the linear part M keeps the length of even one unit vector, the noise must fix the maximally mixed state. It is not enough that some pure state stays pure: that only says ‖M u + c‖ = 1, which is possible with c ≠ 0, as the example at the end shows.

```lean
/-- If `r ↦ M r + c` maps the Bloch ball into itself, then `M` does not increase the distance
of any two vectors, and `c = 0` as soon as `M` preserves the length of one unit vector. -/
theorem bloch_contractivity {M : BlochVector →ₗ[ℝ] BlochVector} {c : BlochVector}
    (h : PreservesBall M c) :
    (∀ r s, ‖M r - M s‖ ≤ ‖r - s‖) ∧ ((∃ u, ‖u‖ = 1 ∧ ‖M u‖ = 1) → c = 0) := by
  constructor
  · intro r s
    have k := image_sq_le h (r - s)
    rw [map_sub] at k
    refine (sq_le_sq₀ (norm_nonneg _) (norm_nonneg _)).1 ?_
    nlinarith [mul_nonneg (sq_nonneg ‖c‖) (sq_nonneg ‖r - s‖)]
  · rintro ⟨u, hu, hMu⟩
    -- no room is left for a displacement of the centre
    have k := image_sq_add_shift_sq_le h hu
    rw [hMu] at k
    have hc : ‖c‖ ^ 2 = 0 := le_antisymm (by linarith) (sq_nonneg _)
    exact norm_eq_zero.mp (pow_eq_zero_iff (two_ne_zero) |>.mp hc)
```

When c = 0 there is a converse. If ‖M v‖ ≤ ‖v‖ for all v, then ‖r‖ ≤ 1 gives ‖M r‖ ≤ ‖r‖ ≤ 1, and the ball is preserved. The other direction is the contraction with s = 0.

```lean
/-- Without displacement, the Bloch ball is preserved exactly when `M` lengthens no vector. -/
theorem preservesBall_zero_iff (M : BlochVector →ₗ[ℝ] BlochVector) :
    PreservesBall M 0 ↔ ∀ v, ‖M v‖ ≤ ‖v‖ := by
  constructor
  · intro h v
    simpa using (bloch_contractivity h).1 v 0
  · intro h r hr
    simpa [blochMap] using (h r).trans hr
```

## Repeated noise

Let rₙ and sₙ be the vectors after n steps, and write q = 1 − ‖c‖². The centre is mapped to c, which lies in the ball, so q ≥ 0. Since rₙ₊₁ − sₙ₊₁ = M(rₙ − sₙ),

‖rₙ₊₁ − sₙ₊₁‖² ≤ q‖rₙ − sₙ‖² ≤ q·qⁿ‖r − s‖²

This is the induction step; the nonnegativity of q is what allows the multiplication. Lean writes the n-fold map as `(blochMap M c)^[n]`.

```lean
/-- After `n` applications of a ball-preserving map, the squared distance of two Bloch vectors
is at most `(1 - ‖c‖²) ^ n` times its initial value. -/
theorem iterate_contracts {M : BlochVector →ₗ[ℝ] BlochVector} {c : BlochVector}
    (h : PreservesBall M c) (r s : BlochVector) (n : ℕ) :
    ‖(blochMap M c)^[n] r - (blochMap M c)^[n] s‖ ^ 2
      ≤ (1 - ‖c‖ ^ 2) ^ n * ‖r - s‖ ^ 2 := by
  -- the image of the centre lies in the ball, so the factor is nonnegative
  have hc : ‖c‖ ≤ 1 := by simpa [blochMap] using h 0 (by simp)
  have hq : 0 ≤ 1 - ‖c‖ ^ 2 := by nlinarith [norm_nonneg c]
  induction n with
  | zero => simp
  | succ n ih =>
    rw [Function.iterate_succ_apply', Function.iterate_succ_apply']
    have e : ∀ a b, blochMap M c a - blochMap M c b = M (a - b) := by
      intro a b
      rw [map_sub]
      simp only [blochMap]
      abel
    rw [e]
    refine (image_sq_le h _).trans ((mul_le_mul_of_nonneg_left ih hq).trans (le_of_eq ?_))
    ring
```

## The same bound for density matrices

With d = r − s, the matrix ρ(r) − ρ(s) has diagonal entries ±d₂/2 and off-diagonal entries (d₀ ∓ i d₁)/2. The trace of its square is

2·d₂²/4 + 2·(d₀ − i d₁)(d₀ + i d₁)/4 = (d₀² + d₁² + d₂²)/2 = ‖r − s‖²/2

The squared Hilbert–Schmidt distance is Tr(A†A) with A = ρ(r) − ρ(s); since A is Hermitian, it equals this trace. In Lean, `linear_combination` supplies the one fact beyond commutative algebra, i² = −1.

```lean
/-- The squared Hilbert–Schmidt distance of two spin one-half states is half the squared
distance of their Bloch vectors. -/
theorem trace_sq_sub_blochState (r s : BlochVector) :
    ((blochState r - blochState s) * (blochState r - blochState s)).trace
      = ((‖r - s‖ ^ 2 / 2 : ℝ) : ℂ) := by
  rw [norm_sq_components]
  simp [blochState, Matrix.trace_fin_two]
  linear_combination (-((r 1 : ℂ) - (s 1 : ℂ)) ^ 2 / 2) * Complex.I_sq
```

Halving both sides of the one-step bound transfers it to states:

Tr[(ρ(M r + c) − ρ(M s + c))²] ≤ (1 − ‖c‖²) Tr[(ρ(r) − ρ(s))²]

The formal version compares real parts, because the trace of a complex matrix has complex type. It uses the iteration theorem with n = 1.

```lean
/-- A ball-preserving map reduces the squared Hilbert–Schmidt distance of two spin one-half
states at least by the factor `1 - ‖c‖²`. -/
theorem state_distance_contracts {M : BlochVector →ₗ[ℝ] BlochVector} {c : BlochVector}
    (h : PreservesBall M c) (r s : BlochVector) :
    ((blochState (blochMap M c r) - blochState (blochMap M c s)) *
        (blochState (blochMap M c r) - blochState (blochMap M c s))).trace.re
      ≤ (1 - ‖c‖ ^ 2) *
        ((blochState r - blochState s) * (blochState r - blochState s)).trace.re := by
  rw [trace_sq_sub_blochState, trace_sq_sub_blochState, Complex.ofReal_re, Complex.ofReal_re]
  have k := iterate_contracts h r s 1
  simp only [Function.iterate_one, pow_one] at k
  linarith
```

## A map that attains the factor

Take M (x, y, z) = (a x, 0, 0), which keeps only the first component.

```lean
/-- The linear map `(x, y, z) ↦ (a x, 0, 0)`. -/
def squeeze (a : ℝ) : BlochVector →ₗ[ℝ] BlochVector where
  toFun r := !₂[a * r 0, 0, 0]
  map_add' r s := by
    ext i
    fin_cases i <;> simp [mul_add]
  map_smul' t r := by
    ext i
    fin_cases i <;> simp [mul_left_comm]
```

Add the shift c = (0, 0, b) with a² + b² = 1. If ‖r‖ ≤ 1 then x² ≤ 1, and

‖M r + c‖² = a²x² + b² ≤ a² + b² = 1

so the ball is preserved. For the unit vector e = (1, 0, 0),

‖M e‖² = a² = 1 − b² = (1 − ‖c‖²)‖e‖²

The factor 1 − ‖c‖² therefore cannot be replaced by a smaller function of ‖c‖. In the Lean statement, `!₂[0, 0, b]` denotes the Euclidean vector with these components.

```lean
/-- For `a² + b² = 1` the map `(x, y, z) ↦ (a x, 0, b)` preserves the Bloch ball, and its linear
part multiplies the squared length of the unit vector along `x` by exactly `1 - ‖c‖²`, where `c =
(0, 0, b)`. -/
theorem contraction_factor_sharp (a b : ℝ) (hab : a ^ 2 + b ^ 2 = 1) :
    PreservesBall (squeeze a) !₂[0, 0, b] ∧
      ‖squeeze a !₂[1, 0, 0]‖ ^ 2
        = (1 - ‖(!₂[0, 0, b] : BlochVector)‖ ^ 2) * ‖(!₂[1, 0, 0] : BlochVector)‖ ^ 2 := by
  constructor
  · intro r hr
    have h1 : ‖r‖ ^ 2 ≤ 1 := pow_le_one₀ (norm_nonneg r) hr
    rw [norm_sq_components] at h1
    have h0 : r 0 ^ 2 ≤ 1 := by nlinarith [sq_nonneg (r 1), sq_nonneg (r 2)]
    have e : ‖blochMap (squeeze a) !₂[0, 0, b] r‖ ^ 2 = (a * r 0) ^ 2 + b ^ 2 := by
      rw [norm_sq_components]
      simp [blochMap, squeeze]
    refine (sq_le_sq₀ (norm_nonneg _) zero_le_one).1 ?_
    rw [e]
    nlinarith [mul_le_mul_of_nonneg_left h0 (sq_nonneg a)]
  · rw [norm_sq_components, norm_sq_components, norm_sq_components]
    simp [squeeze]
    linarith

end

end BlochContractivity
```

For numbers, take a = 3/5 and b = 4/5, so that 1 − ‖c‖² = 9/25 = 0.36. The opposite pure states (1, 0, 0) and (−1, 0, 0) go to (0.6, 0, 0.8) and (−0.6, 0, 0.8), which again have length 1. Their squared distance falls from 4 to 1.2² = 1.44 = 0.36·4, and the squared Hilbert–Schmidt distance from 2 to 0.72. After a second step the vectors are (±0.36, 0, 0.8), with squared distance 0.72² = 0.5184 = 0.36²·4.

```lean
#print axioms BlochContractivity.bloch_contractivity
-- 'BlochContractivity.bloch_contractivity' depends on axioms: [propext, Classical.choice, Quot.sound]
#print axioms BlochContractivity.preservesBall_zero_iff
-- 'BlochContractivity.preservesBall_zero_iff' depends on axioms: [propext, Classical.choice, Quot.sound]
#print axioms BlochContractivity.state_distance_contracts
-- 'BlochContractivity.state_distance_contracts' depends on axioms: [propext, Classical.choice, Quot.sound]
#print axioms BlochContractivity.contraction_factor_sharp
-- 'BlochContractivity.contraction_factor_sharp' depends on axioms: [propext, Classical.choice, Quot.sound]
```
